# Precession about a constant axis: the one solution of the Bloch equation without relaxation

## A magnetization that grows when it should turn

Take a magnetization \(M\) perpendicular to a static field and follow its precession by adding, at each time step \(h\), the increment \(h\,w\times M\), where \(w\) is the angular velocity vector. The increment is perpendicular to \(M\), so each step lengthens the vector:

\[
|M+h\,w\times M|^2=|M|^2+h^2\,|w\times M|^2 .
\]

With \(|w|h=0.1\), about 63 steps make one turn, and by then the vector is about 37 % too long. The field does no such thing to a real magnetization. An exact closed formula for the motion removes this error, because it gives the magnetization at any time without approximate steps. It must also be known to be the only solution. Otherwise it would describe one possible motion, and the initial magnetization would not settle which motion occurs.

## The equation of motion and its sign

A magnetization \(M\) in a magnetic field \(B\) feels a torque, and with gyromagnetic ratio \(\gamma\) its motion without relaxation obeys \(M'=\gamma M\times B\). Setting \(w=-\gamma B\) gives

\[
M'(t)=w\times M(t),\qquad M(0)=m .
\]

The sense of rotation is contained in \(w\). The frequency \(a=|w|=\sqrt{\langle w,w\rangle}\) is never negative, whereas many textbooks give the Larmor frequency a sign. In a rotating frame \(w\) belongs to the effective field, and \(a\) is then the frequency of rotation about that field.

The full Bloch equations also contain relaxation towards equilibrium, with the times \(T_1\) and \(T_2\). Those terms are absent here, and \(w\) does not depend on time.

The same equation governs the Bloch vector of a two-level quantum system with the constant Hamiltonian \(\tfrac{\hbar}{2}\,w\cdot\sigma\), where \(\sigma\) is the vector of Pauli matrices, as long as the system is isolated from its surroundings.

## The formula and why it solves the equation

For \(w\neq 0\) the solution is

\[
M(t)=\cos(at)\,m+\frac{\sin(at)}{a}\,w\times m+\frac{1-\cos(at)}{a^2}\,\langle w,m\rangle\,w .
\]

The derivation needs the double cross product. Numbering components 0, 1, 2, its component 0 is

\[
\begin{aligned}
\bigl(w\times(w\times m)\bigr)_0
&=w_1(w_0m_1-w_1m_0)-w_2(w_2m_0-w_0m_2)\\
&=w_0(w_1m_1+w_2m_2)-(w_1^2+w_2^2)\,m_0\\
&=w_0\langle w,m\rangle-a^2m_0 ,
\end{aligned}
\]

where the last line adds and subtracts \(w_0^2m_0\). The other components follow by cyclic exchange, so

\[
w\times(w\times m)=\langle w,m\rangle\,w-a^2m .
\]

To avoid fractions, multiply the formula by \(a^2\) and call the right-hand side \(S\):

\[
S(t)=a^2\cos(at)\,m+a\sin(at)\,w\times m+(1-\cos(at))\langle w,m\rangle\,w .
\]

Its derivative is

\[
S'(t)=-a^3\sin(at)\,m+a^2\cos(at)\,w\times m+a\sin(at)\langle w,m\rangle\,w .
\]

In \(w\times S(t)\) the last term of \(S\) drops out, since \(w\times w=0\), and the double cross product rewrites the middle one:

\[
w\times S(t)=a^2\cos(at)\,w\times m+a\sin(at)\bigl(\langle w,m\rangle\,w-a^2m\bigr).
\]

The two expressions agree, so \(S'=w\times S\). At time zero \(S(0)=a^2m\). The equation is linear, so \(S/a^2\) is a solution that starts at \(m\).

## Why there is no second solution

Along any solution the squared length is constant, because \(w\times M\) is perpendicular to \(M\):

\[
\frac{d}{dt}\langle M,M\rangle=2\langle M,w\times M\rangle=0 .
\]

Let \(M\) and \(N\) be two solutions with the same initial value, and put \(D=M-N\). Then \(D'=w\times M-w\times N=w\times D\) and \(D(0)=0\). Its squared length is zero at the start and therefore at all times, so \(M=N\).

Two further properties follow quickly. The component along the axis is conserved, since \(\frac{d}{dt}\langle w,M\rangle=\langle w,w\times M\rangle=0\). If \(aT=2\pi\), replacing \(t\) by \(t+T\) advances the phase \(at\) by a full turn, and \(M(t+T)=M(t)\).

## An off-resonance pulse in numbers

In the frame rotating at the frequency of the pulse, let a pulse of constant amplitude, frequency and phase have \(w=(\omega_1,0,\Delta)\), where \(\omega_1\) is the strength of the transverse field as an angular frequency and \(\Delta\) is the offset from resonance. If the pulse field oscillates along a transverse line, \(\omega_1\) refers to the part of it that rotates with the frame, which has half the amplitude of the oscillating field, and the part that rotates in the opposite sense is neglected. Start from \(m=(0,0,1)\). Then \(a^2=\omega_1^2+\Delta^2\), \(w\times m=(0,-\omega_1,0)\) and \(\langle w,m\rangle=\Delta\), and the formula gives

\[
M(t)=\Bigl(\tfrac{\omega_1\Delta}{a^2}(1-\cos at),\;-\tfrac{\omega_1}{a}\sin at,\;1-\tfrac{\omega_1^2}{a^2}(1-\cos at)\Bigr).
\]

For \(\Delta=\omega_1=2\pi\times 1\,\text{kHz}\), the phase \(at=\pi\) is reached after about 0.354 ms, and the magnetization is then \((1,0,0)\). A shaped pulse approximated by constant segments is treated in the same way: each segment has its own \(w\), and the final vector of one segment is the \(m\) of the next.

## The statement in Lean

Vectors have the type `Fin 3 → ℝ`, three real components numbered 0, 1, 2. The cross product is written `⨯₃` and the scalar product `⬝ᵥ`. The frequency \(a\) is `larmor w`, defined as the square root of `w ⬝ᵥ w`. The norm that Mathlib attaches to this type is the largest absolute component, which is not the length that sets the precession frequency.

`IsBlochSolution w m M` says that `M 0 = m` and that at every real time, negative times included, `M` has the derivative `w ⨯₃ M t`. Differentiability is part of this condition. The function `scaledPrecession` is \(S\), so the magnetization itself is this function divided by \(a^2\).

The main theorem, `bloch_solution_iff`, says that for `w ≠ 0` a trajectory is a Bloch solution exactly when \(a^2M(t)=S(t)\) for all \(t\). At \(w=0\) this equation reads \(0=0\) and every trajectory satisfies it, so the equivalence fails there. The theorem `existsUnique_solution` gives exactly one solution for every `w`, zero included; without a field it is the constant trajectory.

The theorem `larmor_period` says that the motion repeats after \(T\), but not that \(T\) is the shortest such time. A magnetization parallel to \(w\) does not move at all.

To apply these theorems to a sample, one must supply the physical judgement that its magnetization obeys \(M'=w\times M\) with one constant \(w\) during the interval considered. Among other things, this requires a uniform field that is steady in the frame used, at rest or rotating, and an interval short compared with the relaxation times. The Lean statements assume the equation at every real time. For a motion that obeys it only on an interval starting at time 0, such as one pulse, the same conservation argument applied within the interval shows that the formula holds there, but that version is not formalized here.

```lean
import Mathlib

open Matrix

namespace BlochPrecession

noncomputable section

variable {w m : Fin 3 → ℝ} {M N : ℝ → Fin 3 → ℝ}

/-- The trajectory `M` starts at `m` and obeys the Bloch equation without relaxation,
`M' = w × M`, at all times. -/
def IsBlochSolution (w m : Fin 3 → ℝ) (M : ℝ → Fin 3 → ℝ) : Prop :=
  M 0 = m ∧ ∀ t, HasDerivAt M (w ⨯₃ M t) t

/-- The Larmor angular frequency: the Euclidean length of `w`. -/
def larmor (w : Fin 3 → ℝ) : ℝ := √(w ⬝ᵥ w)

/-- The rotating vector of the precession formula, multiplied by the squared Larmor frequency. -/
def scaledPrecession (w m : Fin 3 → ℝ) (t : ℝ) : Fin 3 → ℝ :=
  (larmor w ^ 2 * Real.cos (larmor w * t)) • m
    + (larmor w * Real.sin (larmor w * t)) • (w ⨯₃ m)
    + ((1 - Real.cos (larmor w * t)) * (w ⬝ᵥ m)) • w

/-- The squared Larmor frequency is `w · w`. -/
theorem larmor_sq (w : Fin 3 → ℝ) : larmor w ^ 2 = w ⬝ᵥ w :=
  Real.sq_sqrt (Finset.sum_nonneg fun i _ => mul_self_nonneg (w i))

/-- Applying the precession generator twice gives `w × (w × m) = (w · m) w - a² m`,
with `a` the Larmor frequency. -/
theorem cross_cross_self (w m : Fin 3 → ℝ) :
    w ⨯₃ (w ⨯₃ m) = (w ⬝ᵥ m) • w - (larmor w ^ 2) • m := by
  rw [larmor_sq]
  ext i
  fin_cases i <;> simp [cross_apply, dotProduct, Fin.sum_univ_three] <;> ring

/-- The scaled rotating vector obeys the Bloch equation. -/
theorem scaledPrecession_hasDerivAt (w m : Fin 3 → ℝ) (t : ℝ) :
    HasDerivAt (scaledPrecession w m) (w ⨯₃ scaledPrecession w m t) t := by
  have hl : HasDerivAt (fun s : ℝ => larmor w * s) (larmor w) t := by
    simpa using (hasDerivAt_id t).const_mul (larmor w)
  have h1 := (hl.cos.const_mul (larmor w ^ 2)).smul_const m
  have h2 := (hl.sin.const_mul (larmor w)).smul_const (w ⨯₃ m)
  have h3 := ((hl.cos.const_sub 1).mul_const (w ⬝ᵥ m)).smul_const w
  refine ((h1.fun_add h2).fun_add h3).congr_deriv ?_
  -- the double cross product turns the sine term into the two missing pieces
  simp only [scaledPrecession, map_add, map_smul, cross_self, cross_cross_self]
  module

/-- The squared length of the magnetization is conserved along every Bloch solution. -/
theorem length_conserved (hM : IsBlochSolution w m M) (t : ℝ) :
    M t ⬝ᵥ M t = m ⬝ᵥ m := by
  have hd : ∀ t, HasDerivAt (fun s => M s ⬝ᵥ M s) 0 t := by
    intro t
    have h := hasDerivAt_pi.1 (hM.2 t)
    have h3 := (((h 0).fun_mul (h 0)).fun_add ((h 1).fun_mul (h 1))).fun_add
      ((h 2).fun_mul (h 2))
    simp only [dotProduct, Fin.sum_univ_three]
    refine h3.congr_deriv ?_
    -- the torque is orthogonal to the magnetization
    simp only [cross_apply, Matrix.cons_val]
    ring
  have h := is_const_of_deriv_eq_zero (fun t => (hd t).differentiableAt)
    (fun t => (hd t).deriv) t 0
  simpa only [hM.1] using h

/-- The component of the magnetization along `w` is conserved along every Bloch solution. -/
theorem longitudinal_conserved (hM : IsBlochSolution w m M) (t : ℝ) :
    w ⬝ᵥ M t = w ⬝ᵥ m := by
  have hd : ∀ t, HasDerivAt (fun s => w ⬝ᵥ M s) 0 t := by
    intro t
    have h := hasDerivAt_pi.1 (hM.2 t)
    have h3 := (((h 0).const_mul (w 0)).fun_add ((h 1).const_mul (w 1))).fun_add
      ((h 2).const_mul (w 2))
    simp only [dotProduct, Fin.sum_univ_three]
    refine h3.congr_deriv ?_
    -- the torque is orthogonal to the field axis
    simp only [cross_apply, Matrix.cons_val]
    ring
  have h := is_const_of_deriv_eq_zero (fun t => (hd t).differentiableAt)
    (fun t => (hd t).deriv) t 0
  simpa only [hM.1] using h

/-- Two Bloch solutions with the same `w` and the same initial magnetization coincide. -/
theorem solution_unique (hM : IsBlochSolution w m M) (hN : IsBlochSolution w m N) :
    M = N := by
  -- the difference is a solution that starts at zero, and its length is conserved
  have hD : IsBlochSolution w 0 (fun t => M t - N t) :=
    ⟨by simp [hM.1, hN.1], fun t =>
      ((hM.2 t).fun_sub (hN.2 t)).congr_deriv (by simp only [map_sub])⟩
  funext t
  have h : (M t - N t) ⬝ᵥ (M t - N t) = 0 :=
    (length_conserved hD t).trans (zero_dotProduct _)
  exact sub_eq_zero.1 (dotProduct_self_eq_zero.1 h)

/-- For constant nonzero `w` with Larmor frequency `a`, a trajectory solves the Bloch equation
with initial value `m` exactly when it is given by the precession formula, written here
multiplied by `a²`. -/
theorem bloch_solution_iff (hw : w ≠ 0) :
    IsBlochSolution w m M ↔ ∀ t, larmor w ^ 2 • M t =
      (larmor w ^ 2 * Real.cos (larmor w * t)) • m
        + (larmor w * Real.sin (larmor w * t)) • (w ⨯₃ m)
        + ((1 - Real.cos (larmor w * t)) * (w ⬝ᵥ m)) • w := by
  change IsBlochSolution w m M ↔ ∀ t, larmor w ^ 2 • M t = scaledPrecession w m t
  have ha : larmor w ^ 2 ≠ 0 := by
    rw [larmor_sq]
    exact fun h => hw (dotProduct_self_eq_zero.1 h)
  have h0 : scaledPrecession w m 0 = larmor w ^ 2 • m := by simp [scaledPrecession]
  -- dividing by the squared frequency gives a solution with the right initial value
  have hS : IsBlochSolution w m (fun t => (larmor w ^ 2)⁻¹ • scaledPrecession w m t) := by
    refine ⟨?_, fun t => ?_⟩
    · change (larmor w ^ 2)⁻¹ • scaledPrecession w m 0 = m
      rw [h0, inv_smul_smul₀ ha]
    · exact ((scaledPrecession_hasDerivAt w m t).fun_const_smul _).congr_deriv
        (by simp only [map_smul])
  constructor
  · intro hM t
    rw [solution_unique hM hS]
    exact smul_inv_smul₀ ha _
  · intro h
    have hM : M = fun t => (larmor w ^ 2)⁻¹ • scaledPrecession w m t :=
      funext fun t => by rw [← h t, inv_smul_smul₀ ha]
    rw [hM]
    exact hS

/-- For every constant `w` and every initial magnetization the Bloch equation has exactly one
solution. -/
theorem existsUnique_solution (w m : Fin 3 → ℝ) : ∃! M, IsBlochSolution w m M := by
  by_cases hw : w = 0
  · subst hw
    -- without a field the magnetization stays constant
    have hS : IsBlochSolution 0 m (fun _ => m) :=
      ⟨rfl, fun t => (hasDerivAt_const t m).congr_deriv (by simp)⟩
    exact ⟨_, hS, fun N hN => solution_unique hN hS⟩
  · have ha : larmor w ^ 2 ≠ 0 := by
      rw [larmor_sq]
      exact fun h => hw (dotProduct_self_eq_zero.1 h)
    have hS : IsBlochSolution w m (fun t => (larmor w ^ 2)⁻¹ • scaledPrecession w m t) :=
      (bloch_solution_iff hw).2 fun t => smul_inv_smul₀ ha _
    exact ⟨_, hS, fun N hN => solution_unique hN hS⟩

/-- If the Larmor frequency times `T` equals `2π`, every Bloch solution returns to the same
magnetization after the time `T`. -/
theorem larmor_period (hM : IsBlochSolution w m M) {T : ℝ}
    (hT : larmor w * T = 2 * Real.pi) (t : ℝ) : M (t + T) = M t := by
  have hw : w ≠ 0 := by
    rintro rfl
    rw [show larmor 0 = 0 by simp [larmor], zero_mul] at hT
    linarith [Real.pi_pos]
  have ha : larmor w ^ 2 ≠ 0 := by
    rw [larmor_sq]
    exact fun h => hw (dotProduct_self_eq_zero.1 h)
  have h1 := (bloch_solution_iff hw).1 hM (t + T)
  -- the phase advances by a full turn
  rw [mul_add, hT, Real.cos_add_two_pi, Real.sin_add_two_pi,
    ← (bloch_solution_iff hw).1 hM t] at h1
  exact smul_right_injective _ ha h1

end

end BlochPrecession
```

```lean
#print axioms BlochPrecession.longitudinal_conserved
#print axioms BlochPrecession.bloch_solution_iff
#print axioms BlochPrecession.existsUnique_solution
#print axioms BlochPrecession.larmor_period
```

```
'BlochPrecession.longitudinal_conserved' depends on axioms: [propext, Classical.choice, Quot.sound]
'BlochPrecession.bloch_solution_iff' depends on axioms: [propext, Classical.choice, Quot.sound]
'BlochPrecession.existsUnique_solution' depends on axioms: [propext, Classical.choice, Quot.sound]
'BlochPrecession.larmor_period' depends on axioms: [propext, Classical.choice, Quot.sound]
```

## From the double cross product to the equivalence

The lemma `larmor_sq` turns \(a^2\) back into \(\langle w,w\rangle\), which is allowed because a sum of squares is not negative. With it, `cross_cross_self` proves the double cross product identity one component at a time: `fin_cases i` separates the three components, and `ring` checks the polynomial identity in each.

In `scaledPrecession_hasDerivAt`, the fact `hl` is the derivative of the phase \(at\), and `h1`, `h2`, `h3` are the derivatives of the three terms of \(S\). The step `congr_deriv` leaves the claim that their sum equals \(w\times S(t)\). The cross product is then expanded by linearity, with \(w\times w=0\) and the double cross product inserted, and `module` compares the coefficients of \(m\), \(w\times m\) and \(w\).

## Conservation laws and uniqueness

Both `length_conserved` and `longitudinal_conserved` write the scalar product as a sum of three terms and differentiate it by components, using `hasDerivAt_pi`. The tactic `ring` confirms that the derivative vanishes, which is the orthogonality used above. A function on the real line whose derivative is zero everywhere is constant, and comparison with time 0 gives the result.

In `solution_unique`, the fact `hD` states that the difference of two solutions is a solution with initial value zero. Conservation of length makes its scalar product with itself zero, and `dotProduct_self_eq_zero` concludes that the vector is zero.

## Dividing by the squared frequency

The proof of `bloch_solution_iff` first derives \(a^2\neq0\) from \(w\neq0\), as `ha`. The fact `hS` then says that \(S/a^2\) is a Bloch solution with initial value \(m\). If \(M\) is a solution, uniqueness identifies it with \(S/a^2\), and multiplying by \(a^2\) gives the formula. If \(M\) satisfies the formula, dividing by \(a^2\) shows that it is \(S/a^2\), hence a solution.

The proof of `existsUnique_solution` treats \(w=0\) separately, with the constant trajectory, and otherwise takes \(S/a^2\). Uniqueness comes from `solution_unique` in both cases.

In `larmor_period`, the condition \(aT=2\pi\) already excludes \(w=0\), since it would then read \(0=2\pi\). The formula at time \(t+T\) reduces to the formula at time \(t\) by the periodicity of sine and cosine, and the common factor \(a^2\) is cancelled at the end.
